# With positive hoppings on a finite connected graph, the Green's function has no zero entry at all but finitely many energies

A tight-binding Hamiltonian couples each site to a few neighbours, so most of its matrix entries are zero; does its Green's function \((z-H)^{-1}\) have zeros too? The answer can depend on the signs of the hoppings, and the choice made here is a real matrix \(H\) whose off-diagonal entries are positive on the edges of a finite connected graph and zero elsewhere. On-site energies are arbitrary. Under these hypotheses \(z-H\) is invertible and every entry of its inverse is nonzero, for all but finitely many complex \(z\).

## Sites, hoppings and the Green's function

```lean
import Mathlib

open Matrix Polynomial

namespace SparseHamiltonianFullGreen

noncomputable section

variable {n : Type*}
```

The letter `n` stands for the set of site labels, not for a number. The number of sites will be written `Fintype.card n` in Lean and \(N\) in the prose.

```lean
/-- The off-diagonal entries of `H` are positive on the edges of the graph `G` and zero
elsewhere; the on-site energies are arbitrary. -/
structure IsHopping (G : SimpleGraph n) (H : Matrix n n ℝ) : Prop where
  pos : ∀ i j, G.Adj i j → 0 < H i j
  zero : ∀ i j, i ≠ j → ¬ G.Adj i j → H i j = 0
```

`IsHopping G H` is a proposition with two parts: \(H_{ij}>0\) when \(i\) and \(j\) are joined by an edge, and \(H_{ij}=0\) when they are distinct and not joined. Here `G` is the graph, not the Green's function.

Edges have no direction, so \(H_{ij}\) and \(H_{ji}\) are both positive on an edge, but they may differ. Real symmetric matrices with this sign pattern are a special case. Textbooks often write the hopping as \(-t\) with \(t>0\); that case follows by hand from \((z-H)^{-1}=-\big((-z)-(-H)\big)^{-1}\).

```lean
variable [Fintype n] [DecidableEq n] {G : SimpleGraph n} {H : Matrix n n ℝ}

/-- The matrix `(z - H)⁻¹`. It is the Green's function when `z - H` is invertible; otherwise Lean's
inverse is the zero matrix. -/
def greens (H : Matrix n n ℝ) (z : ℂ) : Matrix n n ℂ :=
  (z • (1 : Matrix n n ℂ) - H.map (algebraMap ℝ ℂ))⁻¹
```

There are now finitely many sites. The Green's function, written \(g(z)\) below, is `greens H z`; the expression `H.map (algebraMap ℝ ℂ)` is \(H\) with its real entries read as complex numbers. Lean assigns the zero matrix as the inverse of a singular matrix, so the theorems state invertibility alongside their claims about \(g\).

```lean
open scoped Classical in
/-- The number of nonzero entries of a matrix, counted row by row. -/
def storage {R : Type*} [Zero R] (M : Matrix n n R) : ℕ :=
  ∑ i, (Finset.univ.filter fun j => M i j ≠ 0).card
```

`storage M` counts the nonzero entries of \(M\). It measures entry-by-entry storage, not the length of the shortest description of the matrix.

```lean
omit [Fintype n] in
/-- A tight-binding matrix with any on-site energies `ε` and a uniform hopping `t > 0` along
the edges of `G` has the required sign pattern. -/
theorem isHopping_witness (G : SimpleGraph n) [DecidableRel G.Adj] (ε : n → ℝ) {t : ℝ}
    (ht : 0 < t) : IsHopping G (Matrix.diagonal ε + t • G.adjMatrix ℝ) where
  pos i j h := by simp [Matrix.diagonal_apply_ne _ h.ne, SimpleGraph.adjMatrix_apply, h, ht]
  zero i j hij h := by simp [Matrix.diagonal_apply_ne _ hij, SimpleGraph.adjMatrix_apply, h]
```

For any on-site energies \(\varepsilon_i\) and any \(t>0\), the matrix \(H=\mathrm{diag}(\varepsilon)+tA\) satisfies `IsHopping`, where \(A\) is the adjacency matrix of the graph. Uniform-hopping models written with this sign of the hopping are therefore included.

## Positive response at a high real energy

```lean
/-- The source `(E - H) x` written out site by site. -/
theorem source_apply (H : Matrix n n ℝ) (E : ℝ) (x : n → ℝ) (i : n) :
    ((E • (1 : Matrix n n ℝ) - H) *ᵥ x) i = E * x i - ∑ j, H i j * x j := by
  simp [Matrix.mulVec, dotProduct, sub_mul, Finset.sum_sub_distrib, Matrix.one_apply]
```

The symbol `*ᵥ` multiplies a matrix by a vector. For a real energy \(E\) and an amplitude \(x\), the lemma says

\[
\big((E-H)x\big)_i = E x_i-\sum_j H_{ij}x_j .
\]

This vector is called the source, since \(x\) is the response to it.

```lean
/-- Minimum principle: at an energy above all row sums of a hopping matrix, a nonnegative
source produces a nonnegative amplitude. -/
theorem amplitude_nonneg (hH : IsHopping G H) {E : ℝ} (hE : ∀ i, ∑ j, H i j < E)
    {x : n → ℝ} (hx : ∀ i, 0 ≤ ((E • (1 : Matrix n n ℝ) - H) *ᵥ x) i) (i : n) : 0 ≤ x i := by
  have : Nonempty n := ⟨i⟩
  -- look at the site where the amplitude is smallest
  obtain ⟨m, hm⟩ := Finite.exists_min x
  refine le_trans ?_ (hm i)
  by_contra hneg
  have hsum : (∑ j, H m j) * x m ≤ ∑ j, H m j * x j := by
    rw [Finset.sum_mul]
    refine Finset.sum_le_sum fun j _ => ?_
    rcases eq_or_ne m j with rfl | hmj
    · exact le_rfl
    · by_cases h : G.Adj m j
      · exact mul_le_mul_of_nonneg_left (hm j) (hH.pos m j h).le
      · simp [hH.zero m j hmj h]
  have hlt := mul_neg_of_pos_of_neg (sub_pos.2 (hE m)) (not_le.1 hneg)
  have hs := hx m
  rw [source_apply] at hs
  nlinarith
```

The hypothesis `hE` places \(E\) above every row sum \(\sum_j H_{ij}\), and `hx` says that the source is nonnegative. The conclusion is \(x_i\ge 0\) at every site.

Let \(m\) be a site where \(x\) is smallest, and suppose \(x_m<0\). For \(j\neq m\) we have \(H_{mj}\ge0\) and \(x_j\ge x_m\), so \(H_{mj}x_j\ge H_{mj}x_m\); for \(j=m\) the two sides are equal. Summing over \(j\) gives

\[
\big((E-H)x\big)_m\le\Big(E-\sum_jH_{mj}\Big)x_m<0,
\]

which contradicts the nonnegative source. In Lean, `Finite.exists_min` supplies \(m\), `hsum` is the summed inequality, and `nlinarith` derives the contradiction.

```lean
/-- On a connected graph, at an energy above all row sums of a hopping matrix, a nonnegative
source that is positive at some site produces a positive amplitude at every site. -/
theorem amplitude_pos (hG : G.Connected) (hH : IsHopping G H) {E : ℝ}
    (hE : ∀ i, ∑ j, H i j < E) {x : n → ℝ}
    (hx : ∀ i, 0 ≤ ((E • (1 : Matrix n n ℝ) - H) *ᵥ x) i) {s : n}
    (hs : 0 < ((E • (1 : Matrix n n ℝ) - H) *ᵥ x) s) (i : n) : 0 < x i := by
  have h0 := amplitude_nonneg hH hE hx
  -- a zero of the amplitude spreads to the neighbouring sites
  have step : ∀ a b, G.Adj a b → x a = 0 → x b = 0 := by
    intro a b hab ha
    have hterm : ∀ j ∈ Finset.univ, 0 ≤ H a j * x j := by
      intro j _
      rcases eq_or_ne a j with rfl | haj
      · simp [ha]
      · by_cases h : G.Adj a j
        · exact mul_nonneg (hH.pos a j h).le (h0 j)
        · simp [hH.zero a j haj h]
    have hle := Finset.single_le_sum hterm (Finset.mem_univ b)
    have hsrc := hx a
    rw [source_apply, ha] at hsrc
    have hb := hH.pos a b hab
    have hprod : H a b * x b = 0 :=
      le_antisymm (by linarith) (mul_nonneg hb.le (h0 b))
    exact (mul_eq_zero.1 hprod).resolve_left hb.ne'
  have spread : ∀ a b, G.Reachable a b → x a = 0 → x b = 0 := by
    rintro a b ⟨w⟩
    induction w with
    | nil => exact id
    | cons h _ ih => exact fun ha => ih (step _ _ h ha)
  refine lt_of_le_of_ne (h0 i) fun hi => ?_
  have hall : ∀ j, x j = 0 := fun j => spread i j (hG.preconnected i j) hi.symm
  rw [source_apply] at hs
  simp [hall] at hs
```

If the graph is connected and the source is also positive at some site \(s\), the amplitude is strictly positive everywhere.

We already know \(x\ge0\). Suppose \(x_a=0\). The source at \(a\) is then \(-\sum_jH_{aj}x_j\ge0\), while every term \(H_{aj}x_j\) is nonnegative; the term \(j=a\) vanishes whatever the on-site energy. All terms must therefore be zero. For a neighbour \(b\) of \(a\), \(H_{ab}>0\) forces \(x_b=0\). This is `step`.

The statement `spread` repeats it along a path, by induction on the path. Connectedness carries a single zero to all sites, so \(x=0\) and the source vanishes, contrary to its being positive at \(s\).

## From one energy to almost all energies

```lean
/-- Substituting a number `z` for the energy variable in `X - H` gives `z - H`. -/
theorem aeval_charmatrix {K : Type*} [Field K] [Algebra ℝ K] (H : Matrix n n ℝ) (z : K) :
    (aeval z : ℝ[X] →ₐ[ℝ] K).mapMatrix (charmatrix H)
      = z • (1 : Matrix n n K) - H.map (algebraMap ℝ K) := by
  ext a b
  rcases eq_or_ne a b with rfl | hab
  · simp
  · simp [hab]
```

`charmatrix H` is \(X-H\), a matrix whose entries are polynomials in the energy variable \(X\). Replacing \(X\) by a number \(z\), which is what `aeval z` does, gives \(z-H\). The field \(K\) is left general because the lemma is used for both real and complex energies.

```lean
/-- For a hopping matrix on a connected graph, every entry of the adjugate of `X - H` is a
nonzero polynomial in the energy. -/
theorem cofactor_ne_zero (hG : G.Connected) (hH : IsHopping G H) (i j : n) :
    (charmatrix H).adjugate i j ≠ 0 := by
  intro hzero
  -- an energy above all row sums
  obtain ⟨E, hE⟩ : ∃ E : ℝ, ∀ i, ∑ j, H i j < E := by
    refine ⟨1 + ∑ i, |∑ j, H i j|, fun i => ?_⟩
    have h1 : |∑ j, H i j| ≤ ∑ k, |∑ j, H k j| :=
      Finset.single_le_sum (f := fun k => |∑ j, H k j|)
        (fun k _ => abs_nonneg _) (Finset.mem_univ i)
    have h2 := le_abs_self (∑ j, H i j)

    linarith
  have hdet : (E • (1 : Matrix n n ℝ) - H).det ≠ 0 := by
    intro h
    obtain ⟨v, hv, hv0⟩ := Matrix.exists_mulVec_eq_zero_iff.2 h
    apply hv
    ext k
    have hp := amplitude_nonneg hH hE (x := v) (fun l => by simp [hv0]) k
    have hm := amplitude_nonneg hH hE (x := -v) (fun l => by simp [Matrix.mulVec_neg, hv0]) k
    simp only [Pi.neg_apply] at hm
    simp only [Pi.zero_apply]
    linarith
  -- the response to a unit source at site `j`
  have hcol : ∀ k, ((E • (1 : Matrix n n ℝ) - H) *ᵥ
      fun l => (E • (1 : Matrix n n ℝ) - H)⁻¹ l j) k = (1 : Matrix n n ℝ) k j := by
    intro k
    have h := congrFun (congrFun (Matrix.mul_nonsing_inv _ hdet.isUnit) k) j
    rw [Matrix.mul_apply] at h
    exact h
  have hpos := amplitude_pos hG hH hE
    (fun k => by rw [hcol, Matrix.one_apply]; split_ifs <;> norm_num)
    (s := j) (by rw [hcol]; simp) i
  have hadj : (E • (1 : Matrix n n ℝ) - H).adjugate i j = 0 := by
    have hmap : H.map (algebraMap ℝ ℝ) = H := by ext; rfl
    have h := aeval_charmatrix H E
    rw [hmap] at h
    rw [← h, ← AlgHom.map_adjugate]
    change aeval E ((charmatrix H).adjugate i j) = 0
    rw [hzero, map_zero]
  rw [Matrix.inv_def, Matrix.smul_apply, hadj, smul_zero] at hpos
  exact lt_irrefl _ hpos
```

The adjugate is the transposed matrix of cofactors, and it satisfies \(M^{-1}=\operatorname{adj}(M)/\det M\) for invertible \(M\). The lemma says that no entry of \(\operatorname{adj}(X-H)\) is the zero polynomial. A polynomial is nonzero if it is nonzero at one point, so one suitable energy is enough.

1. Take \(E=1+\sum_i\big|\sum_jH_{ij}\big|\), which exceeds all row sums.
2. If \((E-H)v=0\), the minimum principle applied to \(v\) and to \(-v\) gives \(v\ge0\) and \(-v\ge0\), so \(v=0\). Hence \(\det(E-H)\ne0\); this is `hdet`.
3. Column \(j\) of \((E-H)^{-1}\) is the response to a unit source at site \(j\); this is `hcol`. By `amplitude_pos` all its entries are positive; this is `hpos`.
4. Therefore \(\operatorname{adj}(E-H)_{ij}=\det(E-H)\,\big[(E-H)^{-1}\big]_{ij}\neq0\).

Lean runs the last step as a contradiction: it assumes that the polynomial is zero, evaluates it at \(E\), and arrives at \(0<0\).

```lean
/-- For a hopping matrix on a finite connected graph, at all but finitely many complex energies
`z - H` is invertible and every entry of the Green's function is nonzero. -/
theorem greens_full (hG : G.Connected) (hH : IsHopping G H) :
    {z : ℂ | ¬ (IsUnit (z • (1 : Matrix n n ℂ) - H.map (algebraMap ℝ ℂ)) ∧
      ∀ i j, greens H z i j ≠ 0)}.Finite := by
  -- exceptional energies are roots of the characteristic polynomial or of a cofactor
  refine ((H.charpoly.rootSet_finite ℂ).union (Set.finite_iUnion fun i =>
    Set.finite_iUnion fun j => ((charmatrix H).adjugate i j).rootSet_finite ℂ)).subset ?_
  intro z hz
  by_contra hn
  simp only [Set.mem_union, Set.mem_iUnion, not_or, not_exists] at hn
  obtain ⟨h1, h2⟩ := hn
  have hd : (z • (1 : Matrix n n ℂ) - H.map (algebraMap ℝ ℂ)).det ≠ 0 := by
    intro h
    refine h1 (Polynomial.mem_rootSet.2 ⟨(Matrix.charpoly_monic H).ne_zero, ?_⟩)
    rw [← aeval_charmatrix, ← AlgHom.map_det] at h
    exact h
  refine hz ⟨(Matrix.isUnit_iff_isUnit_det _).2 hd.isUnit, fun i j => ?_⟩
  rw [greens, Matrix.inv_def, Matrix.smul_apply, smul_eq_mul, Ring.inverse_eq_inv']
  refine mul_ne_zero (inv_ne_zero hd) fun h => ?_
  refine h2 i j (Polynomial.mem_rootSet.2 ⟨cofactor_ne_zero hG hH i j, ?_⟩)
  rw [← aeval_charmatrix, ← AlgHom.map_adjugate] at h
  exact h
```

This is the main theorem. The set in braces contains the energies at which the desired statement fails, that is, where \(z-H\) is not invertible or some \(g_{ij}(z)\) is zero. The theorem says that this set is finite.

When \(\det(z-H)\neq0\),

\[
g_{ij}(z)=\frac{\operatorname{adj}(z-H)_{ij}}{\det(z-H)} .
\]

An exceptional \(z\) is therefore a root of the characteristic polynomial or of one of the \(N^2\) adjugate entries. All of these are nonzero polynomials, and each has finitely many roots. The proof first encloses the exceptional set in this finite union, then checks that any \(z\) outside the union has an invertible \(z-H\) and a full \(g(z)\).

A nonzero entry may still be very small, so the theorem does not rule out approximations that discard small entries.

## Counting entries

```lean
/-- A hopping matrix has at most one nonzero entry per site and two per edge. -/
theorem storage_hamiltonian_le [DecidableRel G.Adj] (hH : IsHopping G H) :
    storage H ≤ Fintype.card n + 2 * G.edgeFinset.card := by
  classical
  have hrow : storage H ≤ ∑ i, (G.degree i + 1) := by
    refine Finset.sum_le_sum fun i _ => ?_
    rw [← G.card_neighborFinset_eq_degree i]
    refine le_trans (Finset.card_le_card fun j hj => ?_) (Finset.card_insert_le i _)
    rw [Finset.mem_insert, SimpleGraph.mem_neighborFinset]
    by_contra hn
    rw [not_or] at hn
    exact (Finset.mem_filter.1 hj).2 (hH.zero i j (Ne.symm hn.1) hn.2)
  rw [Finset.sum_add_distrib, G.sum_degrees_eq_twice_card_edges] at hrow
  simp only [Finset.sum_const, Finset.card_univ, smul_eq_mul, mul_one] at hrow
  omega
```

In row \(i\), only the diagonal entry and the entries at neighbours of \(i\) can be nonzero, which gives at most \(\deg(i)+1\). Summing over sites counts each edge twice, so \(H\) has at most \(N+2|\text{edges}|\) nonzero entries. For an open chain this bound is \(3N-2\).

```lean
/-- For a hopping matrix on a finite connected graph, at all but finitely many complex energies
`z - H` is invertible and the number of nonzero entries of the Green's function is the square of the
number of sites. -/
theorem storage_greens (hG : G.Connected) (hH : IsHopping G H) :
    {z : ℂ | ¬ (IsUnit (z • (1 : Matrix n n ℂ) - H.map (algebraMap ℝ ℂ)) ∧
      storage (greens H z) = Fintype.card n ^ 2)}.Finite := by
  refine (greens_full hG hH).subset fun z hz h => hz ⟨h.1, ?_⟩
  simp [storage, h.2, sq]
```

When all entries of \(g(z)\) are nonzero, each of the \(N\) rows contributes \(N\), so the count is \(N^2\). This again holds at all but finitely many energies, with \(z-H\) invertible there.

For an isolated, finite, connected, non-interacting region with positive hoppings, this is the number of nonzero entries to keep if the full matrix is stored entry by entry. Nonequilibrium Green's function (NEGF) calculations of transport attach leads to such a region. The leads add an energy-dependent, complex self-energy to \(H\), which the hypotheses do not allow, so the theorem does not cover that case.

## A ring where two paths cancel

```lean
/-- A four-site ring with zero on-site energies, three hoppings `1` and one hopping `-1`. -/
def fluxRing : Matrix (Fin 4) (Fin 4) ℝ :=
  !![0, 1, 0, -1; 1, 0, 1, 0; 0, 1, 0, 1; -1, 0, 1, 0]
```

Sites 0, 1, 2, 3 form a ring. Three bonds have hopping \(1\), and the bond between 3 and 0 has hopping \(-1\). The product of the hoppings around the ring is \(-1\), as for half a flux quantum threading it.

```lean
/-- In the ring with one negative hopping, `z - H` is invertible whenever `z ^ 2 ≠ 2`, and the
Green's function between the opposite sites 0 and 2 vanishes at all these energies. -/
theorem fluxRing_greens_zero {z : ℂ} (hz : z ^ 2 ≠ 2) :
    IsUnit (z • (1 : Matrix (Fin 4) (Fin 4) ℂ) - fluxRing.map (algebraMap ℝ ℂ)) ∧
      greens fluxRing z 0 2 = 0 := by
  set K : Matrix (Fin 4) (Fin 4) ℂ := fluxRing.map (algebraMap ℝ ℂ) with hKdef
  -- the two paths between opposite sites cancel, so the square of `H` is a multiple of one
  have hK : K * K = (2 : ℂ) • (1 : Matrix (Fin 4) (Fin 4) ℂ) := by
    ext i j
    fin_cases i <;> fin_cases j <;>
      norm_num [hKdef, fluxRing, Matrix.mul_apply, Fin.sum_univ_succ, Matrix.one_apply]
  have hprod : (z • (1 : Matrix (Fin 4) (Fin 4) ℂ) - K) * (z • 1 + K) = (z ^ 2 - 2) • 1 := by
    simp only [sub_mul, mul_add, smul_mul_assoc, mul_smul_comm, one_mul, mul_one, hK]
    module
  have hinv : (z • (1 : Matrix (Fin 4) (Fin 4) ℂ) - K) *
      ((z ^ 2 - 2)⁻¹ • (z • 1 + K)) = 1 := by
    rw [mul_smul_comm, hprod, smul_smul, inv_mul_cancel₀ (sub_ne_zero.2 hz), one_smul]
  refine ⟨(Matrix.isUnit_iff_isUnit_det _).2 (Matrix.isUnit_det_of_right_inverse hinv), ?_⟩
  rw [greens, ← hKdef, Matrix.inv_eq_right_inv hinv]
  simp [hKdef, fluxRing]

end

end SparseHamiltonianFullGreen
```

From here on \(K\) denotes this matrix, no longer a field. The two-step paths from 0 to 2 contribute \(1\cdot1\) through site 1 and \((-1)\cdot1\) through site 3, and they cancel. Computing all entries in the same way gives \(K^2=2\), which is `hK`. Hence

\[
(z-K)(z+K)=z^2-2,\qquad g(z)=\frac{z+K}{z^2-2}\quad(z^2\neq2).
\]

Since \(K_{02}=0\), the entry \(g_{02}(z)\) vanishes at every such \(z\). Lean checks the sixteen entries of \(K^2\), verifies the proposed inverse by multiplication, and reads off the entry.

The ring is connected and its matrix is real symmetric, with nonzero hopping on every edge. Those properties alone, even with all bonds but one positive, are thus not enough for a full Green's function.

```lean
#print axioms SparseHamiltonianFullGreen.greens_full
-- 'SparseHamiltonianFullGreen.greens_full' depends on axioms: [propext, Classical.choice, Quot.sound]
#print axioms SparseHamiltonianFullGreen.storage_hamiltonian_le
-- 'SparseHamiltonianFullGreen.storage_hamiltonian_le' depends on axioms: [propext, Classical.choice, Quot.sound]
#print axioms SparseHamiltonianFullGreen.storage_greens
-- 'SparseHamiltonianFullGreen.storage_greens' depends on axioms: [propext, Classical.choice, Quot.sound]
#print axioms SparseHamiltonianFullGreen.fluxRing_greens_zero
-- 'SparseHamiltonianFullGreen.fluxRing_greens_zero' depends on axioms: [propext, Classical.choice, Quot.sound]
```
